# Only multiples of the identity commute with both $J_z$ and $J_x$ of a single spin

For spin 1/2, let $M=\begin{pmatrix}a&b\\c&d\end{pmatrix}$ commute with $J_z=\tfrac12\sigma_z$. Then $b=c=0$. If $M$ also commutes with $J_x=\tfrac12\sigma_x$, then $a=d$, and $M$ is a multiple of the identity. For spin 7/2, $M$ has 64 entries, and I still impose only two conditions. Is that enough? And if two pulse sequences rotate $J_z$ and $J_x$ identically, are they the same operation up to a phase?

## $J_z$ makes the matrix diagonal, $J_x$ makes the diagonal constant

Yes to both, for every spin. Take $\hbar=1$ and let $n=2s+1$ be the number of levels of a spin $s$, labelled $k=0,\dots,n-1$ from the highest magnetic quantum number down. Then $J_z$ is diagonal with entries $(n-1)/2-k$, and $J_+$ has entries $\sqrt{k(n-k)}$ at $(k-1,k)$. Further, $J_-=J_+^\dagger$ and $J_x=(J_++J_-)/2$.

For any complex matrix $M$,
$$(MJ_z-J_zM)_{ij}=(i-j)\,M_{ij}.$$
If this vanishes, every off-diagonal entry of $M$ is zero, so $M=\mathrm{diag}(d_0,\dots,d_{n-1})$. For such an $M$ and any matrix $A$,
$$(MA-AM)_{i,i+1}=(d_i-d_{i+1})\,A_{i,i+1}.$$
For $A=J_+$ the last factor is $\sqrt{(i+1)(n-i-1)}>0$. For $A=J_x$ it is half of that, because $J_-$ has entries only below the diagonal. Hence $d_0=d_1=\dots=d_{n-1}$. Conversely, a multiple of the identity commutes with everything.

One component is not enough once $n\ge2$: $J_z$ commutes with itself, but its first two diagonal entries differ by 1. For spin 0 ($n=1$) there is nothing to impose, since every $1\times1$ matrix is a multiple of the identity.

If a projector $P=c\,\mathbb 1$ satisfies $P^2=P$, then either $c=0$ and $P=0$, or cancelling $c$ gives $P=\mathbb 1$. No proper part of the multiplet can therefore be split off by a projector commuting with $J_z$ and $J_x$.

For your pulses, suppose the unitaries $U$ and $V$ satisfy $UAU^\dagger=VAV^\dagger$ for $A=J_z$ and $A=J_x$. Then
$$V^\dagger U A=V^\dagger(UAU^\dagger)U=V^\dagger(VAV^\dagger)U=A\,V^\dagger U .$$
So $V^\dagger U=c\,\mathbb 1$ and $U=cV$. From $\mathbb 1=U^\dagger U=|c|^2\,\mathbb 1$ follows $|c|=1$.

Here is the same argument in Lean 4.

```lean
import Mathlib

open Matrix

namespace SpinIrreducibility

noncomputable section

/-- The matrix `Jz` in dimension `n`, diagonal with entries `(n-1)/2 - k` for `k = 0, ..., n-1`. -/
def Jz (n : ℕ) : Matrix (Fin n) (Fin n) ℂ :=
  diagonal fun k => ((n : ℂ) - 1) / 2 - ((k : ℕ) : ℂ)

/-- The raising matrix `J+`, with entries `√(k(n-k))` at the places `(k-1, k)` and zero elsewhere. -/
def Jp (n : ℕ) : Matrix (Fin n) (Fin n) ℂ :=
  of fun i j => if (i : ℕ) + 1 = (j : ℕ) then
    ((Real.sqrt (((j : ℕ) : ℝ) * ((n : ℝ) - ((j : ℕ) : ℝ))) : ℝ) : ℂ) else 0

/-- The lowering matrix `J-`, the conjugate transpose of `J+`. -/
def Jm (n : ℕ) : Matrix (Fin n) (Fin n) ℂ := (Jp n)ᴴ

/-- The spin component `Jx = (J+ + J-)/2`. -/
def Jx (n : ℕ) : Matrix (Fin n) (Fin n) ℂ := (1 / 2 : ℂ) • (Jp n + Jm n)

/-- A matrix commutes with `Jz` exactly when it is diagonal. -/
theorem commute_Jz_iff {n : ℕ} (M : Matrix (Fin n) (Fin n) ℂ) :
    Commute M (Jz n) ↔ ∃ d : Fin n → ℂ, M = diagonal d := by
  constructor
  · intro h
    refine ⟨fun i => M i i, ?_⟩
    ext i j
    rcases eq_or_ne i j with rfl | hij
    · rw [diagonal_apply_eq]
    · rw [diagonal_apply_ne _ hij]
      -- the (i, j) entry of the commutator is (i - j) M i j
      have e := congrFun (congrFun h.eq i) j
      simp only [Jz, mul_diagonal, diagonal_mul] at e
      have e' : (((i : ℕ) : ℂ) - ((j : ℕ) : ℂ)) * M i j = 0 := by
        linear_combination e
      rcases mul_eq_zero.mp e' with h1 | h1
      · exact absurd (Fin.ext (by exact_mod_cast sub_eq_zero.mp h1)) hij
      · exact h1
  · rintro ⟨d, rfl⟩
    change diagonal d * Jz n = Jz n * diagonal d
    rw [Jz, diagonal_mul_diagonal, diagonal_mul_diagonal]
    congr 1
    funext i
    ring

/-- A diagonal matrix that commutes with a matrix `A` is a multiple of the identity, if all
entries of `A` just above the diagonal are non-zero. -/
theorem scalar_of_linked {n : ℕ} (d : Fin n → ℂ) (A : Matrix (Fin n) (Fin n) ℂ)
    (hA : ∀ i j : Fin n, (i : ℕ) + 1 = (j : ℕ) → A i j ≠ 0)
    (h : Commute (diagonal d) A) :
    ∃ c : ℂ, diagonal d = c • (1 : Matrix (Fin n) (Fin n) ℂ) := by
  -- neighbouring levels carry the same value
  have step : ∀ i j : Fin n, (i : ℕ) + 1 = (j : ℕ) → d i = d j := by
    intro i j hij
    have e := congrFun (congrFun h.eq i) j
    simp only [mul_diagonal, diagonal_mul] at e
    exact mul_right_cancel₀ (hA i j hij) (by linear_combination e)
  rcases n with _ | n
  · exact ⟨0, by ext i; exact i.elim0⟩
  · -- climb the ladder from the first level
    have all : ∀ (k : ℕ) (hk : k < n + 1), d ⟨k, hk⟩ = d 0 := by
      intro k
      induction k with
      | zero => intro hk; rfl
      | succ k ih =>
        intro hk
        exact (step ⟨k, by omega⟩ ⟨k + 1, hk⟩ rfl).symm.trans (ih (by omega))
    refine ⟨d 0, ?_⟩
    ext i j
    rcases eq_or_ne i j with rfl | hij
    · simpa using all i.1 i.2
    · simp [hij]

/-- The raising matrix links every pair of neighbouring levels with a non-zero entry. -/
theorem Jp_ne_zero {n : ℕ} (i j : Fin n) (h : (i : ℕ) + 1 = (j : ℕ)) : Jp n i j ≠ 0 := by
  have h1 : (0 : ℝ) < ((j : ℕ) : ℝ) := by
    exact_mod_cast (by omega : 0 < (j : ℕ))
  have h2 : ((j : ℕ) : ℝ) < (n : ℝ) := by exact_mod_cast j.2
  simp only [Jp, of_apply, if_pos h]
  exact Complex.ofReal_ne_zero.mpr (Real.sqrt_pos.mpr (mul_pos h1 (sub_pos.mpr h2))).ne'

/-- The component `Jx` links every pair of neighbouring levels with a non-zero entry. -/
theorem Jx_ne_zero {n : ℕ} (i j : Fin n) (h : (i : ℕ) + 1 = (j : ℕ)) : Jx n i j ≠ 0 := by
  have h0 : Jp n j i = 0 := by
    simp only [Jp, of_apply]
    exact if_neg (by omega)
  simp [Jx, Jm, h0, Jp_ne_zero i j h]

/-- Only multiples of the identity commute with `Jz`, `J+` and `J-`; commuting with `Jz` and `J+`,
or with `Jz` and `Jx`, is already equivalent to being such a multiple. -/
theorem spin_commutant {n : ℕ} (M : Matrix (Fin n) (Fin n) ℂ) :
    List.TFAE [
      Commute M (Jz n) ∧ Commute M (Jp n) ∧ Commute M (Jm n),
      Commute M (Jz n) ∧ Commute M (Jp n),
      Commute M (Jz n) ∧ Commute M (Jx n),
      ∃ c : ℂ, M = c • (1 : Matrix (Fin n) (Fin n) ℂ)] := by
  have hs : ∀ (c : ℂ) (A : Matrix (Fin n) (Fin n) ℂ),
      Commute (c • (1 : Matrix (Fin n) (Fin n) ℂ)) A :=
    fun c A => (Commute.one_left A).smul_left c
  tfae_have 1 → 2 := fun h => ⟨h.1, h.2.1⟩
  tfae_have 2 → 4 := by
    rintro ⟨hz, hp⟩
    obtain ⟨d, rfl⟩ := (commute_Jz_iff M).mp hz
    exact scalar_of_linked d (Jp n) Jp_ne_zero hp
  tfae_have 3 → 4 := by
    rintro ⟨hz, hx⟩
    obtain ⟨d, rfl⟩ := (commute_Jz_iff M).mp hz
    exact scalar_of_linked d (Jx n) Jx_ne_zero hx
  tfae_have 4 → 1 := by
    rintro ⟨c, rfl⟩
    exact ⟨hs c _, hs c _, hs c _⟩
  tfae_have 4 → 3 := by
    rintro ⟨c, rfl⟩
    exact ⟨hs c _, hs c _⟩
  tfae_finish

/-- In dimension two or more, `Jz`, which commutes with itself, is not a multiple of the
identity. -/
theorem Jz_not_scalar {n : ℕ} (hn : 2 ≤ n) (c : ℂ) :
    Jz n ≠ c • (1 : Matrix (Fin n) (Fin n) ℂ) := by
  intro h
  have h0 := congrFun (congrFun h ⟨0, by omega⟩) ⟨0, by omega⟩
  have h1 := congrFun (congrFun h ⟨1, by omega⟩) ⟨1, by omega⟩
  simp only [Jz, diagonal_apply_eq, Matrix.smul_apply, one_apply_eq, smul_eq_mul,
    mul_one] at h0 h1
  push_cast at h0 h1
  have : (1 : ℂ) = 0 := by linear_combination h0 - h1
  exact one_ne_zero this

/-- A projector (idempotent matrix) that commutes with `Jz` and `Jx` is zero or the identity. -/
theorem projector_trivial {n : ℕ} (P : Matrix (Fin n) (Fin n) ℂ) (hP : P * P = P)
    (hz : Commute P (Jz n)) (hx : Commute P (Jx n)) : P = 0 ∨ P = 1 := by
  have hs : (Commute P (Jz n) ∧ Commute P (Jx n)) ↔
      ∃ c : ℂ, P = c • (1 : Matrix (Fin n) (Fin n) ℂ) := (spin_commutant P).out 2 3
  obtain ⟨c, rfl⟩ := hs.mp ⟨hz, hx⟩
  by_cases hc : c = 0
  · left
    rw [hc, zero_smul]
  · right
    rw [smul_mul_assoc, one_mul] at hP
    exact smul_right_injective _ hc hP

/-- Two unitary matrices that transform `Jz` in the same way and `Jx` in the same way differ only
by a phase factor. -/
theorem unitary_unique_up_to_phase {n : ℕ} (U V : Matrix (Fin n) (Fin n) ℂ)
    (hU : U ∈ unitaryGroup (Fin n) ℂ) (hV : V ∈ unitaryGroup (Fin n) ℂ)
    (hz : U * Jz n * Uᴴ = V * Jz n * Vᴴ) (hx : U * Jx n * Uᴴ = V * Jx n * Vᴴ) :
    ∃ c : ℂ, ‖c‖ = 1 ∧ U = c • V := by
  have hU' : Uᴴ * U = 1 := mem_unitaryGroup_iff'.mp hU
  have hV' : Vᴴ * V = 1 := mem_unitaryGroup_iff'.mp hV
  have hV'' : V * Vᴴ = 1 := mem_unitaryGroup_iff.mp hV
  -- V†U commutes with every matrix that U and V transform alike
  have key : ∀ A : Matrix (Fin n) (Fin n) ℂ, U * A * Uᴴ = V * A * Vᴴ →
      Commute (Vᴴ * U) A := by
    intro A h
    calc Vᴴ * U * A = Vᴴ * (U * A * Uᴴ) * U := by
          simp only [Matrix.mul_assoc, hU', Matrix.mul_one]
      _ = Vᴴ * (V * A * Vᴴ) * U := by rw [h]
      _ = (Vᴴ * V) * (A * (Vᴴ * U)) := by simp only [Matrix.mul_assoc]
      _ = A * (Vᴴ * U) := by rw [hV', Matrix.one_mul]
  have hs : (Commute (Vᴴ * U) (Jz n) ∧ Commute (Vᴴ * U) (Jx n)) ↔
      ∃ c : ℂ, Vᴴ * U = c • (1 : Matrix (Fin n) (Fin n) ℂ) :=
    (spin_commutant (Vᴴ * U)).out 2 3
  obtain ⟨c, hc⟩ := hs.mp ⟨key _ hz, key _ hx⟩
  have hUV : U = c • V := by
    calc U = V * (Vᴴ * U) := by rw [← Matrix.mul_assoc, hV'', Matrix.one_mul]
      _ = c • V := by rw [hc, Matrix.mul_smul, Matrix.mul_one]
  rcases Nat.eq_zero_or_pos n with h0 | hn
  · subst h0
    exact ⟨1, norm_one, by ext i; exact i.elim0⟩
  · refine ⟨c, ?_, hUV⟩
    -- unitarity of U and V fixes the modulus of c
    rw [hUV, conjTranspose_smul, Matrix.smul_mul, Matrix.mul_smul, smul_smul, hV'] at hU'
    have e := congrFun (congrFun hU' ⟨0, hn⟩) ⟨0, hn⟩
    simp only [Matrix.smul_apply, one_apply_eq, smul_eq_mul, mul_one] at e
    have e' := congrArg norm e
    rw [norm_mul, norm_star, norm_one] at e'
    nlinarith [norm_nonneg c]

end

end SpinIrreducibility
```

```lean
#print axioms SpinIrreducibility.spin_commutant
#print axioms SpinIrreducibility.Jz_not_scalar
#print axioms SpinIrreducibility.projector_trivial
#print axioms SpinIrreducibility.unitary_unique_up_to_phase
```

```
'SpinIrreducibility.spin_commutant' depends on axioms: [propext, Classical.choice, Quot.sound]
'SpinIrreducibility.Jz_not_scalar' depends on axioms: [propext, Classical.choice, Quot.sound]
'SpinIrreducibility.projector_trivial' depends on axioms: [propext, Classical.choice, Quot.sound]
'SpinIrreducibility.unitary_unique_up_to_phase' depends on axioms: [propext, Classical.choice, Quot.sound]
```

The matrices `Jz`, `Jp`, `Jm` and `Jx` are those above, with levels indexed by `Fin n`; `ᴴ` is the dagger, and `Commute M A` means $MA=AM$. In `spin_commutant`, `List.TFAE` says that four conditions on $M$ are equivalent: commuting with $J_z,J_+,J_-$; with $J_z,J_+$; with $J_z,J_x$; and being a multiple of the identity. $M$ need not be Hermitian. The spin matrices enter through their entries alone, so neither the su(2) relations nor the value of $J^2$ is used or proved.

`commute_Jz_iff` is the first commutator formula: `e` is its $(i,j)$ entry, and since $i\ne j$ the other factor must vanish. In `scalar_of_linked`, `step` gives $d_i=d_{i+1}$ and `all` carries this along the ladder by induction. `Jp_ne_zero` and `Jx_ne_zero` supply the non-zero links, and `spin_commutant` joins the implications. `Jz_not_scalar` compares the first two diagonal entries.

`projector_trivial` and `unitary_unique_up_to_phase` both use the equivalence of the third and fourth conditions. In the latter, `key` is the displayed calculation for $V^\dagger U$, and the last lines take norms to get $|c|=1$. The empty case $n=0$ is treated separately, with phase 1.

To apply this to your pulses, you have to know that the system really is one multiplet of $n$ levels, with no further degrees of freedom. Two spins 1/2 show the difference: exchanging them commutes with every component of the total spin, yet is not a multiple of the identity. Within a single isolated multiplet, a Hamiltonian term that commutes with $J_z$ and $J_x$ only shifts the energy, so a zero-field splitting needs an anisotropic term.
